# The ground-state representation of a real symmetric lattice Hamiltonian

Finding one eigenvector $u$ of a Hamiltonian matrix $H$, with eigenvalue $E$, does not show that $E$ is the lowest level, and if it is not, a trial state can have a mean energy below $E$. For real symmetric $H$ on finitely many sites, the identity below writes the energy excess over $E$ as a sum of weighted squares, which settles the question when $u$ has no zeros and the weights share the right sign.

```lean
import Mathlib

open Matrix Finset

namespace GroundStateRepresentation

noncomputable section

variable {n : Type*} [Fintype n]

/-- The quadratic form `⟨ψ, (H - E) ψ⟩` of a real lattice Hamiltonian shifted by `E`. -/
def shiftedForm (H : Matrix n n ℝ) (E : ℝ) (ψ : n → ℝ) : ℝ :=
  ψ ⬝ᵥ (H *ᵥ ψ - E • ψ)

/-- The bilinear bond sum `-(1/2) ∑ᵢⱼ Hᵢⱼ uᵢ uⱼ (fᵢ - fⱼ)(gᵢ - gⱼ)`. -/
def dirichletForm (H : Matrix n n ℝ) (u f g : n → ℝ) : ℝ :=
  -(1 / 2) * ∑ i, ∑ j, H i j * u i * u j * ((f i - f j) * (g i - g j))

/-- The Rayleigh quotient `⟨ψ, H ψ⟩ / ⟨ψ, ψ⟩`. -/
def rayleigh (H : Matrix n n ℝ) (ψ : n → ℝ) : ℝ :=
  (ψ ⬝ᵥ H *ᵥ ψ) / (ψ ⬝ᵥ ψ)

/-- If `H u = E u`, then `∑ᵢⱼ wᵢ Hᵢⱼ uᵢ uⱼ = E ∑ᵢ wᵢ uᵢ²` for every site weight `w`. -/
theorem weighted_eigen_sum {H : Matrix n n ℝ} {u : n → ℝ} {E : ℝ}
    (hu : H *ᵥ u = E • u) (w : n → ℝ) :
    ∑ i, ∑ j, w i * (H i j * u i * u j) = E * ∑ i, w i * u i ^ 2 := by
  rw [Finset.mul_sum]
  refine Finset.sum_congr rfl fun i _ => ?_
  -- the eigenvalue equation at site i
  have hi : ∑ j, H i j * u j = E * u i := congrFun hu i
  calc ∑ j, w i * (H i j * u i * u j) = w i * u i * ∑ j, H i j * u j := by
        rw [Finset.mul_sum]
        exact Finset.sum_congr rfl fun j _ => by ring
    _ = E * (w i * u i ^ 2) := by rw [hi]; ring

/-- For symmetric `H`, the two ends of a bond may be exchanged in any sum weighted by
`Hᵢⱼ uᵢ uⱼ`. -/
theorem bond_sum_swap {H : Matrix n n ℝ} (hH : H.IsSymm) (u a b : n → ℝ) :
    ∑ i, ∑ j, a i * b j * (H i j * u i * u j) = ∑ i, ∑ j, a j * b i * (H i j * u i * u j) := by
  rw [Finset.sum_comm]
  refine Finset.sum_congr rfl fun i _ => Finset.sum_congr rfl fun j _ => ?_
  rw [hH.apply i j]
  ring

/-- Polarised ground-state representation: for symmetric `H` with `H u = E u`,
`⟨f u, (H - E) g u⟩ = -(1/2) ∑ᵢⱼ Hᵢⱼ uᵢ uⱼ (fᵢ - fⱼ)(gᵢ - gⱼ)`. -/
theorem polarised_representation {H : Matrix n n ℝ} {u : n → ℝ} {E : ℝ}
    (hH : H.IsSymm) (hu : H *ᵥ u = E • u) (f g : n → ℝ) :
    (f * u) ⬝ᵥ (H *ᵥ (g * u) - E • (g * u)) = dirichletForm H u f g := by
  -- diagonal terms: weight on i, then on j by symmetry
  have h1 := weighted_eigen_sum hu fun i => f i * g i
  have h2 := bond_sum_swap hH u (fun i => f i * g i) fun _ => 1
  -- the two cross terms agree
  have h3 := bond_sum_swap hH u f g
  simp only [mul_one] at h1 h2
  have hL : (f * u) ⬝ᵥ (H *ᵥ (g * u)) = ∑ i, ∑ j, f i * g j * (H i j * u i * u j) := by
    simp only [dotProduct, mulVec, Pi.mul_apply, Finset.mul_sum]
    exact Finset.sum_congr rfl fun i _ => Finset.sum_congr rfl fun j _ => by ring
  have hN : (f * u) ⬝ᵥ (g * u) = ∑ i, f i * g i * u i ^ 2 := by
    simp only [dotProduct, Pi.mul_apply]
    exact Finset.sum_congr rfl fun i _ => by ring
  have hR : ∑ i, ∑ j, H i j * u i * u j * ((f i - f j) * (g i - g j))
      = ∑ i, ∑ j, f i * g i * (H i j * u i * u j) + ∑ i, ∑ j, f j * g j * (H i j * u i * u j)
        - ∑ i, ∑ j, f i * g j * (H i j * u i * u j)
        - ∑ i, ∑ j, f j * g i * (H i j * u i * u j) := by
    simp only [← Finset.sum_add_distrib, ← Finset.sum_sub_distrib]
    exact Finset.sum_congr rfl fun i _ => Finset.sum_congr rfl fun j _ => by ring
  rw [dotProduct_sub, dotProduct_smul, smul_eq_mul, hL, hN, dirichletForm, hR]
  linarith

/-- Ground-state representation: for symmetric `H` with `H u = E u` and any real `f`,
`⟨f u, (H - E) f u⟩ = -(1/2) ∑ᵢⱼ Hᵢⱼ uᵢ uⱼ (fᵢ - fⱼ)²`. -/
theorem ground_state_representation {H : Matrix n n ℝ} {u : n → ℝ} {E : ℝ}
    (hH : H.IsSymm) (hu : H *ᵥ u = E • u) (f : n → ℝ) :
    shiftedForm H E (f * u) = -(1 / 2) * ∑ i, ∑ j, H i j * u i * u j * (f i - f j) ^ 2 := by
  rw [shiftedForm, polarised_representation hH hu f f, dirichletForm]
  simp only [sq]

omit [Fintype n] in
/-- If `Hᵢⱼ uᵢ uⱼ ≤ 0` for all distinct sites, every term `Hᵢⱼ uᵢ uⱼ (fᵢ - fⱼ)²` is
nonpositive. -/
theorem bond_term_nonpos {H : Matrix n n ℝ} {u : n → ℝ}
    (hs : ∀ i j, i ≠ j → H i j * u i * u j ≤ 0) (f : n → ℝ) (i j : n) :
    H i j * u i * u j * (f i - f j) ^ 2 ≤ 0 := by
  by_cases h : i = j
  · subst h
    simp
  · nlinarith [hs i j h, sq_nonneg (f i - f j)]

/-- For symmetric `H` with a nodeless eigenvector `u` of eigenvalue `E` and
`Hᵢⱼ uᵢ uⱼ ≤ 0` off the diagonal, the Rayleigh quotient of every nonzero `ψ` is at least `E`. -/
theorem le_rayleigh {H : Matrix n n ℝ} {u : n → ℝ} {E : ℝ}
    (hH : H.IsSymm) (hu : H *ᵥ u = E • u) (h0 : ∀ i, u i ≠ 0)
    (hs : ∀ i j, i ≠ j → H i j * u i * u j ≤ 0) {ψ : n → ℝ} (hψ : ψ ≠ 0) :
    E ≤ rayleigh H ψ := by
  -- write ψ = f u with f = ψ / u
  have hf : (fun i => ψ i / u i) * u = ψ := funext fun i => div_mul_cancel₀ (ψ i) (h0 i)
  have hrep := ground_state_representation hH hu fun i => ψ i / u i
  have hsum : ∑ i, ∑ j, H i j * u i * u j * (ψ i / u i - ψ j / u j) ^ 2 ≤ 0 :=
    Finset.sum_nonpos fun i _ => Finset.sum_nonpos fun j _ =>
      bond_term_nonpos hs (fun i => ψ i / u i) i j
  rw [hf, shiftedForm, dotProduct_sub, dotProduct_smul, smul_eq_mul] at hrep
  have hnn : 0 ≤ ψ ⬝ᵥ ψ := Finset.sum_nonneg fun i _ => mul_self_nonneg (ψ i)
  have hpos : 0 < ψ ⬝ᵥ ψ :=
    lt_of_le_of_ne hnn fun h => hψ (dotProduct_self_eq_zero.mp h.symm)
  rw [rayleigh, le_div_iff₀ hpos]
  linarith

/-- Under the same conditions, `⟨ψ, (H - E) ψ⟩ = 0` exactly when the ratio `ψ / u` takes equal
values on any two sites joined by a nonzero matrix element of `H`. -/
theorem shiftedForm_eq_zero_iff {H : Matrix n n ℝ} {u : n → ℝ} {E : ℝ}
    (hH : H.IsSymm) (hu : H *ᵥ u = E • u) (h0 : ∀ i, u i ≠ 0)
    (hs : ∀ i j, i ≠ j → H i j * u i * u j ≤ 0) (ψ : n → ℝ) :
    shiftedForm H E ψ = 0 ↔ ∀ i j, H i j ≠ 0 → ψ i / u i = ψ j / u j := by
  have hf : (fun i => ψ i / u i) * u = ψ := funext fun i => div_mul_cancel₀ (ψ i) (h0 i)
  have hrep := ground_state_representation hH hu fun i => ψ i / u i
  have hb : ∀ i j, H i j * u i * u j * (ψ i / u i - ψ j / u j) ^ 2 ≤ 0 :=
    bond_term_nonpos hs fun i => ψ i / u i
  rw [hf] at hrep
  constructor
  · intro h i j hij
    have hz : ∑ i, ∑ j, H i j * u i * u j * (ψ i / u i - ψ j / u j) ^ 2 = 0 := by linarith
    -- a vanishing sum of nonpositive terms vanishes term by term
    have hi := (Finset.sum_eq_zero_iff_of_nonpos fun i _ =>
      Finset.sum_nonpos fun j _ => hb i j).mp hz i (Finset.mem_univ i)
    have hj := (Finset.sum_eq_zero_iff_of_nonpos fun j _ => hb i j).mp hi j (Finset.mem_univ j)
    have hne : H i j * u i * u j ≠ 0 := mul_ne_zero (mul_ne_zero hij (h0 i)) (h0 j)
    have hsq := (mul_eq_zero.mp hj).resolve_left hne
    exact sub_eq_zero.mp ((pow_eq_zero_iff two_ne_zero).mp hsq)
  · intro h
    have hz : ∑ i, ∑ j, H i j * u i * u j * (ψ i / u i - ψ j / u j) ^ 2 = 0 := by
      refine Finset.sum_eq_zero fun i _ => Finset.sum_eq_zero fun j _ => ?_
      by_cases hij : H i j = 0
      · rw [hij]; ring
      · rw [h i j hij]; ring
    linarith

/-- Under the same conditions, `E` is the lowest eigenvalue: `H ψ = E' ψ` with `ψ ≠ 0`
forces `E ≤ E'`. -/
theorem eigenvalue_lowest {H : Matrix n n ℝ} {u : n → ℝ} {E : ℝ}
    (hH : H.IsSymm) (hu : H *ᵥ u = E • u) (h0 : ∀ i, u i ≠ 0)
    (hs : ∀ i j, i ≠ j → H i j * u i * u j ≤ 0) {ψ : n → ℝ} {E' : ℝ} (hψ : ψ ≠ 0)
    (hE' : H *ᵥ ψ = E' • ψ) : E ≤ E' := by
  have h := le_rayleigh hH hu h0 hs hψ
  have hne : ψ ⬝ᵥ ψ ≠ 0 := fun h => hψ (dotProduct_self_eq_zero.mp h)
  rwa [rayleigh, hE', dotProduct_smul, smul_eq_mul, mul_div_assoc, div_self hne, mul_one] at h

/-- A two-site Hamiltonian with on-site energies `0` and `3` and hopping `-2`. -/
def dimer : Matrix (Fin 2) (Fin 2) ℝ := !![0, -2; -2, 3]

/-- The two-site vector with amplitudes `2` and `1`. -/
def dimerState : Fin 2 → ℝ := ![2, 1]

/-- The two-site Hamiltonian is symmetric, `(2, 1)` is a nodeless eigenvector with eigenvalue
`-1`, and `Hᵢⱼ uᵢ uⱼ ≤ 0` off the diagonal. -/
theorem dimer_witness :
    dimer.IsSymm ∧ dimer *ᵥ dimerState = (-1 : ℝ) • dimerState ∧ (∀ i, dimerState i ≠ 0) ∧
      ∀ i j, i ≠ j → dimer i j * dimerState i * dimerState j ≤ 0 := by
  refine ⟨?_, ?_, ?_, ?_⟩
  · ext i j
    fin_cases i <;> fin_cases j <;> simp [dimer]
  · ext i
    fin_cases i <;> simp [dimer, dimerState, mulVec, dotProduct, Fin.sum_univ_succ]
    all_goals norm_num
  · intro i
    fin_cases i <;> simp [dimerState]
  · intro i j hij
    fin_cases i <;> fin_cases j <;>
      first | exact absurd rfl hij | norm_num [dimer, dimerState]

end

end GroundStateRepresentation
```

```lean
#print axioms GroundStateRepresentation.ground_state_representation
#print axioms GroundStateRepresentation.shiftedForm_eq_zero_iff
#print axioms GroundStateRepresentation.eigenvalue_lowest
```

```
'GroundStateRepresentation.ground_state_representation' depends on axioms: [propext, Classical.choice, Quot.sound]
'GroundStateRepresentation.shiftedForm_eq_zero_iff' depends on axioms: [propext, Classical.choice, Quot.sound]
'GroundStateRepresentation.eigenvalue_lowest' depends on axioms: [propext, Classical.choice, Quot.sound]
```

## The identity and its three consequences

The type `n` is a finite set of sites $i, j$. The Hamiltonian `H : Matrix n n ℝ` has entries $H_{ij}$, a state $\psi$ is a function `n → ℝ`, and `⬝ᵥ` is the inner product $\langle \phi,\psi\rangle=\sum_i \phi_i\psi_i$, so the site basis is orthonormal. The hypothesis `H.IsSymm` says $H_{ij}=H_{ji}$, which is hermiticity for a real matrix, and `H *ᵥ u = E • u` is the eigenvalue equation. The product `f * u` is pointwise, $(fu)_i=f_iu_i$, for a real function $f$ on the sites. The definitions `shiftedForm H E ψ` and `rayleigh H ψ` are $\langle\psi,(H-E)\psi\rangle$ and $R(\psi)=\langle\psi,H\psi\rangle/\langle\psi,\psi\rangle$. No vector is assumed normalised.

With the bond weight $W_{ij}=H_{ij}u_iu_j$, the theorem `ground_state_representation` reads
$$\langle fu,(H-E)fu\rangle=-\tfrac12\sum_{i,j}W_{ij}\,(f_i-f_j)^2 .$$
The sum runs over all ordered pairs, so each bond appears twice, and the diagonal terms vanish. Despite its name, the identity holds for any real $u$ with $Hu=Eu$, ground state or not.

Two more hypotheses give the remaining theorems: `h0`, that $u_i\neq0$ at every site, and `hs`, that $W_{ij}\le0$ for $i\neq j$. Then `le_rayleigh` states $E\le R(\psi)$ for every $\psi\neq0$. The theorem `shiftedForm_eq_zero_iff` states that $\langle\psi,(H-E)\psi\rangle=0$ exactly when $\psi_i/u_i=\psi_j/u_j$ for every pair with $H_{ij}\neq0$. Finally, `eigenvalue_lowest` states that a real number $E'$ with $H\psi=E'\psi$ for some real $\psi\neq0$ obeys $E\le E'$.

## Hopping signs and nodeless states

The diagonal entries of $H$ are on-site energies and the off-diagonal entries are hopping amplitudes. Hypothesis `h0` says that $u$ has no node on a site. Hypothesis `hs` says that every bond lowers the energy of $u$ or leaves it unchanged: together with `h0`, it means that sites joined by a negative hopping carry amplitudes of equal sign, and sites joined by a positive hopping carry opposite signs. For a positive $u$ it reduces to $H_{ij}\le0$ off the diagonal. No sign condition is placed on the on-site energies: they drop out of the right-hand side and enter the hypotheses only through $Hu=Eu$.

This bears on one-particle models on a finite grid or a finite tight-binding cluster with real, nonpositive hopping, such as the nearest-neighbour finite-difference kinetic energy plus a local potential: there, a strictly positive eigenvector is a ground state, and the excess energy of $fu$ measures how much $f$ varies across bonds. Complex hopping from a magnetic field, complex trial states, non-orthogonal bases and infinite lattices are not covered. The vector $u$ is assumed. Its existence, which a Perron–Frobenius argument would address, is not derived, and neither is nondegeneracy: the equality theorem stops at the condition bond by bond, and connectivity of the lattice never enters.

## Why the identity holds

The eigenvalue equation at site $i$ is $\sum_j H_{ij}u_j=Eu_i$. Multiplying by $w_iu_i$, for any site weight $w$, and summing over $i$ gives
$$\sum_{i,j}w_iW_{ij}=E\sum_i w_iu_i^2 .$$
This is `weighted_eigen_sum`; its step `hi` reads off component $i$, and the `calc` block pulls $w_iu_i$ out of the sum over $j$.

Since $W_{ij}=W_{ji}$, renaming the summation indices gives, for any site functions $a$ and $b$,
$$\sum_{i,j}a_ib_jW_{ij}=\sum_{i,j}a_jb_iW_{ij}.$$
In `bond_sum_swap` the renaming is `Finset.sum_comm` and the symmetry is `hH.apply i j`.

For two functions $f$ and $g$, expanding the product of differences gives
$$\sum_{i,j}W_{ij}(f_i-f_j)(g_i-g_j)=\sum_{i,j}W_{ij}\,(f_ig_i+f_jg_j-f_ig_j-f_jg_i).$$
The first term is $E\sum_i f_ig_iu_i^2=E\langle fu,gu\rangle$, by the weighted equation with $w=fg$. The second equals the first, by the swap with $a=fg$ and $b=1$. The third is $-\langle fu,H\,gu\rangle$, because $\sum_{i,j}f_iu_iH_{ij}g_ju_j=\sum_{i,j}f_ig_jW_{ij}$, and the fourth equals the third by the swap with $a=f$, $b=g$. The total is $2E\langle fu,gu\rangle-2\langle fu,H\,gu\rangle$, and multiplication by $-\tfrac12$ yields $\langle fu,(H-E)gu\rangle$.

That is `polarised_representation`, whose right side is `dirichletForm H u f g`. In its proof `hR` is the expansion, `h1` the weighted equation, `h2` and `h3` the two swaps, while `hL` and `hN` write the inner products as sums, and `linarith` adds these equations. Setting $g=f$ gives the main theorem.

## From the sign condition to the bound

Under `hs` each term $W_{ij}(f_i-f_j)^2$ is nonpositive: it is zero for $i=j$, and otherwise a nonpositive weight times a square. These are the two cases of `bond_term_nonpos`. Under `h0` any $\psi$ equals $fu$ with $f_i=\psi_i/u_i$, which is step `hf`. The identity then gives $\langle\psi,H\psi\rangle-E\langle\psi,\psi\rangle\ge0$, and division by $\langle\psi,\psi\rangle>0$, through `hpos` and `le_div_iff₀`, gives $E\le R(\psi)$.

For equality, a sum of nonpositive terms vanishes only if every term does, and `Finset.sum_eq_zero_iff_of_nonpos` is applied once over $i$ and once over $j$. Where $H_{ij}\neq0$ the weight $W_{ij}$ is nonzero, so $f_i=f_j$. Conversely, each term has either $H_{ij}=0$ or $f_i=f_j$, so the sum is zero. For an eigenvector, $R(\psi)=E'\langle\psi,\psi\rangle/\langle\psi,\psi\rangle=E'$, which turns the bound into `eigenvalue_lowest`.

## Two sites

With sites $0$ and $1$, `dimer` and `dimerState` are
$$H=\begin{pmatrix}0&-2\\-2&3\end{pmatrix},\qquad u=\begin{pmatrix}2\\1\end{pmatrix},$$
and the normalised state is $(2,1)/\sqrt5$, with site probabilities $4/5$ and $1/5$. The theorem `dimer_witness` verifies symmetry, $Hu=-u$, the absence of zeros and the sign condition, so all four hypotheses are met with $E=-1$. The numbers that follow, here and in the counterexample below, are ordinary arithmetic and not statements of the file.

The weights are $W_{01}=W_{10}=-4$, so the right side is $4(f_0-f_1)^2$. With $f_0=\psi_0/2$ and $f_1=\psi_1$ this is $(\psi_0-2\psi_1)^2$, which matches the direct expansion $\psi_0^2-4\psi_0\psi_1+4\psi_1^2$ of $\langle\psi,(H+1)\psi\rangle$. For $\psi=(1,1)$ the excess is $1$; for the normalised $(1,1)/\sqrt2$ it is $\tfrac12$, so $R=-1+\tfrac12=-\tfrac12$. The other eigenvector, $(1,-2)$, normalised $(1,-2)/\sqrt5$, has eigenvalue $4$. Used in place of $u$ it gives $W_{01}=+4$ for the unnormalised vector, and the identity becomes $\langle\psi,(H-4)\psi\rangle=-4(f_0-f_1)^2\le0$, now with $f_0=\psi_0$ and $f_1=-\psi_1/2$.

## A node can break the bound

One can go wrong by concluding from the sign condition alone that $E$ is the lowest level. That condition makes the form nonnegative only on vectors $fu$, and these vanish wherever $u$ does. Take $H=\mathrm{diag}(0,-1)$, $u=(1,0)$ and $E=0$. All off-diagonal weights are zero, so `hs` holds, yet $\psi=(0,1)$ has $R=-1<E$. In Lean the expression `ψ i / u i` is accepted even when $u_i=0$ and equals $0$, so the failure appears at `hf`, where `div_mul_cancel₀` requires `h0 i`.
